# The total spread of orthonormal orbitals is a gauge-invariant part plus the squared off-diagonal position elements

Let `X` be a finite Hermitian matrix, such as one position component in a finite basis, and let the columns wⱼ of `W` be the orbitals. The theorem `spread_eq` says that ∑ⱼ (wⱼ†X²wⱼ − (wⱼ†Xwⱼ)²) equals the real part of tr(PX(1 − P)X), with P = WW†, plus the sum of |wᵢ†Xwⱼ|² over all ordered pairs i ≠ j. The columns need not be normalised or orthogonal; when they are orthonormal, the left side is the sum of the orbitals' variances of `X` and P is the projector onto their span. The proof uses cyclicity of the trace to write the invariant part as ∑ⱼ wⱼ†X²wⱼ minus the squared Frobenius norm of W†XW, then splits that norm into its diagonal and off-diagonal parts, the diagonal entries being real.

Lean 4 with Mathlib refuses this proof:

```lean
import Mathlib

open Matrix Finset

namespace SpreadEq

noncomputable section

variable {n m : Type*} [Fintype n] [DecidableEq n] [Fintype m] [DecidableEq m]

/-- For Hermitian `X` and normalized columns of `W`, the total spread `∑ (⟨X²⟩ - ⟨X⟩²)` of these
orbitals. In general, the real parts of `⟨X²⟩` and `⟨X⟩` are used. -/
def spread (X : Matrix n n ℂ) (W : Matrix n m ℂ) : ℝ :=
  ∑ j, (((Wᴴ * (X * X) * W) j j).re - ((Wᴴ * X * W) j j).re ^ 2)

/-- The gauge-invariant spread `I(P)`, the real part of `tr (P X (1 - P) X)`. -/
def invariantSpread (X P : Matrix n n ℂ) : ℝ := (trace (P * X * (1 - P) * X)).re

/-- The squared Frobenius norm of a matrix. -/
def frobSq (A : Matrix m m ℂ) : ℝ := ∑ i, ∑ j, ‖A i j‖ ^ 2

omit [DecidableEq m] in
/-- The squared Frobenius norm is the trace of `A Aᴴ`. -/
theorem frobSq_eq_trace (A : Matrix m m ℂ) : frobSq A = (trace (A * Aᴴ)).re := by
  simp only [frobSq, trace, diag_apply, mul_apply, conjTranspose_apply, Complex.re_sum]
  refine sum_congr rfl fun i _ => sum_congr rfl fun j _ => ?_
  rw [Complex.star_def, Complex.mul_conj, Complex.ofReal_re, Complex.normSq_eq_norm_sq]

/-- For Hermitian `X`, the spread of a set of orbitals is the invariant spread of `W Wᴴ` plus
the squared off-diagonal position matrix elements between the orbitals. -/
theorem spread_eq {X : Matrix n n ℂ} (hX : X.IsHermitian) (W : Matrix n m ℂ) :
    spread X W = invariantSpread X (W * Wᴴ)
      + ∑ i, ∑ j ∈ univ.erase i, ‖(Wᴴ * X * W) i j‖ ^ 2 := by
  have hA : (Wᴴ * X * W)ᴴ = Wᴴ * X * W := by
    simp only [conjTranspose_mul, conjTranspose_conjTranspose, hX.eq, Matrix.mul_assoc]
  -- cyclicity turns the invariant part into traces over the orbitals
  have ht : trace (W * Wᴴ * X * (1 - W * Wᴴ) * X)
      = trace (Wᴴ * (X * X) * W) - trace ((Wᴴ * X * W) * (Wᴴ * X * W)ᴴ) := by
    have e : W * Wᴴ * X * (1 - W * Wᴴ) * X
        = W * (Wᴴ * (X * X)) - W * (Wᴴ * X * W * (Wᴴ * X)) := by
      simp only [Matrix.mul_sub, Matrix.sub_mul, Matrix.mul_one, Matrix.mul_assoc]
    rw [e, trace_sub, trace_mul_comm W (Wᴴ * (X * X)),
      trace_mul_comm W (Wᴴ * X * W * (Wᴴ * X)), hA]
    simp only [Matrix.mul_assoc]
  -- the orbital centres are real
  have hd : ∀ j, ((Wᴴ * X * W) j j).re ^ 2 = ‖(Wᴴ * X * W) j j‖ ^ 2 := by
    intro j
    have h := congrFun (congrFun hA j) j
    rw [conjTranspose_apply] at h
    have him := Complex.conj_eq_iff_im.mp h
    rw [Complex.sq_norm, Complex.normSq_apply, him]
    ring
  have hoff : ∑ i, ∑ j ∈ univ.erase i, ‖(Wᴴ * X * W) i j‖ ^ 2
      = frobSq (Wᴴ * X * W) - ∑ i, ‖(Wᴴ * X * W) i i‖ ^ 2 := by
    rw [frobSq, ← sum_sub_distrib]
    refine sum_congr rfl fun i _ => ?_
    have h := add_sum_erase univ (fun j => ‖(Wᴴ * X * W) i j‖ ^ 2) (mem_univ i)
    dsimp only at h
    linarith
  have htr : (trace (Wᴴ * (X * X) * W)).re = ∑ j, ((Wᴴ * (X * X) * W) j j).re := by
    simp only [trace, diag_apply, Complex.re_sum]
  rw [hoff, invariantSpread, ht, Complex.sub_re, ← frobSq_eq_trace, htr, spread,
    sum_sub_distrib, sum_congr rfl fun j _ => hd j]
  ring

end

end SpreadEq
```

Lean reports:

```
Main.lean:58:4: error: `dsimp` made no progress

Note: The target expression is not type-correct under the `implicit` transparency level, which may have triggered the failure. This is usually caused by unfolding of semireducible definitions in prior tactic steps. Use `set_option linter.tacticCheckInstances true` to investigate the source of the issue.
Full error:
  function expected
    (Wᴴ * X * W) i
```

Cause. The error is in `hoff`, the step that separates the diagonal term from each row's sum. There `add_sum_erase` is applied to an explicit function, and `dsimp only at h` is meant to evaluate that function at its arguments. But Lean already does this when it infers the type of `h` in `have h := ...`, so the terms already read `‖(Wᴴ * X * W) i j‖ ^ 2`, with the appropriate indices. `dsimp only` finds nothing to simplify, and it fails when it makes no progress.

The note offers a possible cause of another kind: at the `implicit` transparency level, Lean does not see the matrix `Wᴴ * X * W` as a function that can be applied to `i`. That concerns the unfolding of the type `Matrix`, and the repair does not need to change it.

Deleting the `dsimp only` line removes the failing step, and `linarith` can use `h` as it stands.

As a diff, the version that Lean accepts:

```diff
@@ -56,5 +56,4 @@
     refine sum_congr rfl fun i _ => ?_
     have h := add_sum_erase univ (fun j => ‖(Wᴴ * X * W) i j‖ ^ 2) (mem_univ i)
-    dsimp only at h
     linarith
   have htr : (trace (Wᴴ * (X * X) * W)).re = ∑ j, ((Wᴴ * (X * X) * W) j j).re := by
```
